# The equal-weight state-averaged one-electron density matrix of a multiplet commutes with the one-electron part of any symmetry operation that mixes its states unitarily

Each state in a finite set is given by a complex coefficient matrix $C_j$, with one electron in the rows and the remaining electrons in the columns, both in finite orthonormal bases. `equalWeight_commute` supposes that an operation acting as a unitary $U$ on the one electron and a unitary $V$ on the rest mixes these states by a unitary matrix $D$, so that $U C_j V^{T} = \sum_i D_{ij} C_i$, and concludes that $U$ commutes with $\sum_j p\, C_j C_j^\dagger$ for any real $p$. The states need not be normalised or orthogonal; for $g$ normalised states, $p = 1/g$ gives this matrix trace one. The proof first shows that $S = \sum_j C_j C_j^\dagger$ satisfies $U S U^\dagger = S$, then multiplies by $U$ from the right to get $US = SU$, and finally brings in the factor $p$.

An attempt in Lean 4 with a fault in it:

```lean
import Mathlib

open Matrix

namespace StateAveragedDensity

noncomputable section

variable {n m d : Type*} [Fintype n] [Fintype m] [Fintype d]
  [DecidableEq n] [DecidableEq m] [DecidableEq d]

/-- The one-electron reduced density matrix `C Cᴴ`, up to normalisation, of a state whose
coefficients `C` carry one electron in the rows and the remaining electrons in the columns. -/
def reducedDensity {n m : Type*} [Fintype m] (C : Matrix n m ℂ) : Matrix n n ℂ :=
  C * Cᴴ

/-- The state-averaged density matrix of the states `C j` with weights `w j`. -/
def ensembleDensity {n m d : Type*} [Fintype m] [Fintype d]
    (w : d → ℝ) (C : d → Matrix n m ℂ) : Matrix n n ℂ :=
  ∑ j, (w j : ℂ) • reducedDensity (C j)

omit [DecidableEq n] in
/-- When one electron is transformed by `U` and the others by a unitary `V`, the reduced density
matrix `R` becomes `U * R * Uᴴ`. -/
theorem reducedDensity_transform (U : Matrix n n ℂ) (C : Matrix n m ℂ) {V : Matrix m m ℂ}
    (hV : V ∈ unitaryGroup m ℂ) :
    reducedDensity (U * C * Vᵀ) = U * reducedDensity C * Uᴴ := by
  -- the transpose of a unitary matrix is unitary
  have hT : Vᵀ * Vᵀᴴ = 1 := by
    have h := congrArg Matrix.transpose (mem_unitaryGroup_iff'.mp hV)
    rw [star_eq_conjTranspose, transpose_mul, transpose_one] at h
    have e : Vᵀᴴ = Vᴴᵀ := by
      ext i j
      rfl
    rw [e]
    exact h
  unfold reducedDensity
  calc U * C * Vᵀ * (U * C * Vᵀ)ᴴ = U * C * (Vᵀ * Vᵀᴴ) * (Cᴴ * Uᴴ) := by
        simp only [conjTranspose_mul, Matrix.mul_assoc]
    _ = U * (C * Cᴴ) * Uᴴ := by
        rw [hT, Matrix.mul_one]
        simp only [Matrix.mul_assoc]

omit [Fintype n] [DecidableEq n] [DecidableEq m] in
/-- The sum of the reduced density matrices of a set of states is unchanged when the states
are mixed among themselves by a unitary matrix `D`. -/
theorem sum_reducedDensity_mix (C : d → Matrix n m ℂ) {D : Matrix d d ℂ}
    (hD : D ∈ unitaryGroup d ℂ) :
    ∑ j, reducedDensity (∑ i, D i j • C i) = ∑ i, reducedDensity (C i) := by
  have expand : ∀ j, reducedDensity (∑ i, D i j • C i)
      = ∑ i, ∑ k, (D i j * star (D k j)) • (C i * (C k)ᴴ) := by
    intro j
    unfold reducedDensity
    rw [conjTranspose_sum, Matrix.sum_mul]
    refine Finset.sum_congr rfl fun i _ => ?_
    rw [Matrix.mul_sum]
    refine Finset.sum_congr rfl fun k _ => ?_
    rw [conjTranspose_smul, Matrix.smul_mul, Matrix.mul_smul, smul_smul]
  -- the rows of `D` are orthonormal, so the cross terms cancel
  have orth : ∀ i k, ∑ j, D i j * star (D k j) = if i = k then 1 else 0 := by
    intro i k
    have h := congrFun (congrFun (mem_unitaryGroup_iff.mp hD) i) k
    rw [Matrix.mul_apply, Matrix.one_apply] at h
    exact h
  simp_rw [expand]
  rw [Finset.sum_comm]
  refine Finset.sum_congr rfl fun i _ => ?_
  rw [Finset.sum_comm]
  simp_rw [← Finset.sum_smul, orth]
  simp [reducedDensity]

/-- If an operation, acting as a unitary `U` on one electron and as a unitary `V` on the others,
mixes the states of a multiplet by a unitary matrix `D`, then the state-averaged density matrix with
a common weight `p` commutes with `U`. -/
theorem equalWeight_commute {U : Matrix n n ℂ} {V : Matrix m m ℂ} {D : Matrix d d ℂ}
    (hU : U ∈ unitaryGroup n ℂ) (hV : V ∈ unitaryGroup m ℂ) (hD : D ∈ unitaryGroup d ℂ)
    (C : d → Matrix n m ℂ) (h : ∀ j, U * C j * Vᵀ = ∑ i, D i j • C i) (p : ℝ) :
    Commute U (ensembleDensity (fun _ => p) C) := by
  have key : U * (∑ j, reducedDensity (C j)) * Uᴴ = ∑ j, reducedDensity (C j) := by
    calc U * (∑ j, reducedDensity (C j)) * Uᴴ
        = ∑ j, reducedDensity (U * C j * Vᵀ) := by
          rw [Matrix.mul_sum, Matrix.sum_mul]
          exact Finset.sum_congr rfl fun j _ => (reducedDensity_transform U (C j) hV).symm
      _ = ∑ j, reducedDensity (∑ i, D i j • C i) :=
          Finset.sum_congr rfl fun j _ => by rw [h j]
      _ = ∑ j, reducedDensity (C j) := sum_reducedDensity_mix C hD
  have hU' : Uᴴ * U = 1 := mem_unitaryGroup_iff'.mp hU
  -- multiply the invariance relation by `U` from the right
  have hc : Commute U (∑ j, reducedDensity (C j)) := by
    have e := congrArg (fun X => X * U) key
    simp only at e
    rw [Matrix.mul_assoc _ Uᴴ U, hU', Matrix.mul_one] at e
    exact e
  unfold ensembleDensity
  rw [← Finset.smul_sum]
  exact hc.smul_right (p : ℂ)

end

end StateAveragedDensity
```

Lean reports:

```
Main.lean:91:4: error: `simp` made no progress
```

Cause. The error is at `simp only at e`, in the step that multiplies the invariance relation `key` by `U` from the right. The line was meant to tidy the result of `congrArg (fun X => X * U) key` by applying the function `fun X => X * U` to each side. But Lean had already done this when it gave `e` its type, so `e` already read as a plain equation between products. With no lemmas supplied, `simp only` found nothing to change, and `simp` reports an error when it makes no progress.

The repair removes that call, which is what cures the error. It also writes out the statement of `e` in full and proves it with `rw [key]`, which replaces `U * (∑ j, reducedDensity (C j)) * Uᴴ` by the sum, leaving two identical sides. Spelling out the equation is mere tidying: it makes the form needed by the next `rw` visible, but the mathematics is the same.

Fix (accepted with no message):

```diff
@@ -88,6 +88,6 @@
   -- multiply the invariance relation by `U` from the right
   have hc : Commute U (∑ j, reducedDensity (C j)) := by
-    have e := congrArg (fun X => X * U) key
-    simp only at e
+    have e : U * (∑ j, reducedDensity (C j)) * Uᴴ * U
+        = (∑ j, reducedDensity (C j)) * U := by rw [key]
     rw [Matrix.mul_assoc _ Uᴴ U, hU', Matrix.mul_one] at e
     exact e
```
